# Slater determinants over one orthonormal orbital family overlap by zero or by a permutation sign

Q: Which overlap is meant, and in which conventions?

A: Two N-electron states are each built by antisymmetrizing N one-particle orbitals, and we want their inner product. The orbitals (spin included) are vectors in a complex inner-product space `E`, which may be infinite-dimensional; `E` is not an energy. The inner product ⟨x, y⟩ is conjugate-linear in x, as in Dirac notation. Lists of orbitals are indexed by `Fin N`, that is, 0, …, N−1.

```lean
import Mathlib

open Equiv

namespace SlaterDeterminantOverlap

noncomputable section

variable {E : Type*} [NormedAddCommGroup E] [InnerProductSpace ℂ E]
variable {ι : Type*} {N : ℕ}
```

For a bra list φ and a ket list χ, the one-particle overlaps form a matrix M:

M_ij = ⟨φ_i, χ_j⟩

```lean
/-- The matrix of one-particle overlaps `⟨φ_i, χ_j⟩` between two lists of `N` orbitals. -/
def overlapMatrix (φ χ : Fin N → E) : Matrix (Fin N) (Fin N) ℂ :=
  Matrix.of fun i j => inner ℂ (φ i) (χ j)
```

Q: If the overlap is then defined as det M, you have assumed the answer.

A: It is not. It is the double sum over permutations σ and τ that comes from expanding both antisymmetrized products:

S(φ, χ) = (1/N!) Σ_σ Σ_τ sign(σ) sign(τ) Π_i ⟨φ_σ(i), χ_τ(i)⟩

```lean
/-- The inner product of the antisymmetrized products
`(N!)^(-1/2) ∑_σ sign(σ) φ_σ(0) ⊗ ⋯ ⊗ φ_σ(N−1)` and `(N!)^(-1/2) ∑_τ sign(τ) χ_τ(0) ⊗ ⋯ ⊗ χ_τ(N−1)`,
expanded term by term: two product states overlap by the product of their one-particle overlaps. -/
def slaterOverlap (φ χ : Fin N → E) : ℂ :=
  (N.factorial : ℂ)⁻¹ * ∑ σ : Perm (Fin N), ∑ τ : Perm (Fin N),
    ((Perm.sign σ : ℤ) : ℂ) * ((Perm.sign τ : ℤ) : ℂ) * ∏ i, inner ℂ (φ (σ i)) (χ (τ i))
```

Q: Where is the N-particle Hilbert space?

A: It is not constructed. The rule that product states overlap by the product of their one-particle overlaps is built into `slaterOverlap`. Identifying this number with an inner product in the tensor-product space is the step you supply. The factor 1/N! normalizes the states when their orbitals are orthonormal, but not for arbitrary orbitals.

Q: How does the double sum become one determinant?

A: Fix σ and set ρ = τσ⁻¹. Then sign(τ) = sign(ρ) sign(σ), and relabelling the product by k = σ(i) gives

Σ_τ sign(τ) Π_i M_σ(i),τ(i) = sign(σ) Σ_ρ sign(ρ) Π_k M_k,ρ(k) = sign(σ) det M

The remaining sign(σ) in S squares to 1, so each σ contributes det M. There are N! of them, which cancels the prefactor:

S(φ, χ) = det M

In the proof, `key` is the statement for fixed σ, `h1` is the displayed line, obtained from `Matrix.det_permute`, and `hsq` is the squared sign. The orbitals are arbitrary here.

```lean
/-- The overlap of two Slater determinants, built from any orbitals, is the determinant of the
matrix of one-particle overlaps. -/
theorem slaterOverlap_eq_det (φ χ : Fin N → E) :
    slaterOverlap φ χ = (overlapMatrix φ χ).det := by
  -- every permutation in the bra contributes the same amount
  have key : ∀ σ : Perm (Fin N), ∑ τ : Perm (Fin N),
      ((Perm.sign σ : ℤ) : ℂ) * ((Perm.sign τ : ℤ) : ℂ) * ∏ i, inner ℂ (φ (σ i)) (χ (τ i))
        = (overlapMatrix φ χ).det := by
    intro σ
    have h1 : ∑ τ : Perm (Fin N),
        ((Perm.sign τ : ℤ) : ℂ) * ∏ i, inner ℂ (φ (σ i)) (χ (τ i))
          = ((Perm.sign σ : ℤ) : ℂ) * (overlapMatrix φ χ).det := by
      rw [← Matrix.det_permute, ← Matrix.det_transpose, Matrix.det_apply']
      rfl
    have hsq : ((Perm.sign σ : ℤ) : ℂ) * ((Perm.sign σ : ℤ) : ℂ) = 1 := by
      rcases Int.units_eq_one_or (Perm.sign σ) with h | h <;> simp [h]
    simp only [mul_assoc, ← Finset.mul_sum]
    rw [h1, ← mul_assoc, hsq, one_mul]
  -- the `N!` equal contributions cancel the normalization
  unfold slaterOverlap
  rw [Finset.sum_congr rfl (fun σ _ => key σ), Finset.sum_const, Finset.card_univ,
    Fintype.card_perm, Fintype.card_fin, nsmul_eq_mul]
  exact inv_mul_cancel_left₀ (Nat.cast_ne_zero.mpr (Nat.factorial_ne_zero N)) _
```

Q: Now take orthonormal orbitals. What if the two states occupy different ones?

A: Let `e` be the orthonormal family, with labels in `ι`, and let `a` and `b` list the labels occupied in bra and ket. They are not virtual-orbital indices. `Set.range a` is the set of occupied labels, and `e ∘ a` is the list of orbitals. Now

M_ij = ⟨e_a(i), e_b(j)⟩

If the sets differ, some orbital occurs on one side only. If it is in the bra, its row of M is zero; if it is in the ket, its column is zero. Either way det M = 0. The two `by_cases` splits find that orbital, and repeated labels do no harm.

```lean
/-- For orthonormal orbitals, the determinant of one-particle overlaps vanishes when the two
index lists do not contain the same set of orbitals. -/
theorem det_eq_zero_of_range_ne {e : ι → E} (he : Orthonormal ℂ e) {a b : Fin N → ι}
    (h : Set.range a ≠ Set.range b) : (overlapMatrix (e ∘ a) (e ∘ b)).det = 0 := by
  by_cases hab : ∀ i, ∃ j, b j = a i
  · by_cases hba : ∀ j, ∃ i, a i = b j
    · have hr : Set.range a = Set.range b := by
        apply Set.Subset.antisymm
        · rintro _ ⟨i, rfl⟩
          exact hab i
        · rintro _ ⟨j, rfl⟩
          exact hba j
      exact absurd hr h
    · -- an orbital occupied only in the ket gives a zero column
      simp only [not_forall, not_exists] at hba
      obtain ⟨j, hj⟩ := hba
      exact Matrix.det_eq_zero_of_column_eq_zero j fun i =>
        show inner ℂ (e (a i)) (e (b j)) = 0 from he.2 (hj i)
  · -- an orbital occupied only in the bra gives a zero row
    simp only [not_forall, not_exists] at hab
    obtain ⟨i, hi⟩ := hab
    exact Matrix.det_eq_zero_of_row_eq_zero i fun j =>
      show inner ℂ (e (a i)) (e (b j)) = 0 from he.2 (Ne.symm (hi j))
```

Q: And if the same orbitals appear in another order?

A: Then b = a ∘ s for a permutation s. If `a` has no repetitions, M_ij = δ_i,s(j), and

det M = Σ_ρ sign(ρ) Π_j δ_ρ(j),s(j) = sign(s)

since only ρ = s survives. In Lean, `h1` says that the matrix for the unpermuted list is the identity, `h2` permutes its columns, and `Matrix.det_permute'` supplies the sign.

```lean
/-- For orthonormal orbitals and a list `a` without repetition, reordering the list by a
permutation `s` gives a determinant of one-particle overlaps equal to the sign of `s`. -/
theorem det_comp_perm {e : ι → E} (he : Orthonormal ℂ e) {a : Fin N → ι}
    (ha : Function.Injective a) (s : Perm (Fin N)) :
    (overlapMatrix (e ∘ a) (e ∘ (a ∘ s))).det = ((Perm.sign s : ℤ) : ℂ) := by
  have h1 : overlapMatrix (e ∘ a) (e ∘ a) = 1 := by
    ext i j
    rw [Matrix.one_apply]
    exact orthonormal_iff_ite.mp (he.comp a ha) i j
  -- reordering the ket orbitals permutes the columns of the identity
  have h2 : overlapMatrix (e ∘ a) (e ∘ (a ∘ s))
      = (overlapMatrix (e ∘ a) (e ∘ a)).submatrix id s := rfl
  rw [h2, Matrix.det_permute', h1, Matrix.det_one, mul_one]
```

Q: Does the absence of repetitions matter?

A: Yes. Take N = 2 and let both lists be (p, p). The sets agree and s can be the identity, but every entry of M is 1, so det M = 0 instead of 1. This is Pauli exclusion. The sign rule therefore fails if both lists may repeat labels.

Q: Who provides s when I know only that the sets agree?

A: The main theorem does. For each j, choose f(j) with a(f(j)) = b(j). Since `b` is injective, so is f, and an injective map of a finite set to itself is a permutation. That is s.

```lean
/-- Two Slater determinants, each built from distinct members of one orthonormal family, have
overlap zero if their sets of occupied orbitals differ. If the sets agree, the two lists differ by
a permutation and the overlap is its sign. -/
theorem slaterOverlap_orthonormal {e : ι → E} (he : Orthonormal ℂ e) {a b : Fin N → ι}
    (ha : Function.Injective a) (hb : Function.Injective b) :
    (Set.range a ≠ Set.range b → slaterOverlap (e ∘ a) (e ∘ b) = 0) ∧
    (Set.range a = Set.range b → ∃ s : Perm (Fin N), b = a ∘ s ∧
      slaterOverlap (e ∘ a) (e ∘ b) = ((Perm.sign s : ℤ) : ℂ)) := by
  constructor
  · intro h
    rw [slaterOverlap_eq_det, det_eq_zero_of_range_ne he h]
  · intro h
    -- locate each ket orbital in the bra list
    have hex : ∀ j, ∃ i, a i = b j := fun j => by
      have hj : b j ∈ Set.range a := h ▸ Set.mem_range_self j
      exact hj
    choose f hf using hex
    have hinj : Function.Injective f := fun i j hij => hb (by rw [← hf i, ← hf j, hij])
    let s : Perm (Fin N) := Equiv.ofBijective f (Finite.injective_iff_bijective.mp hinj)
    have hs : b = a ∘ s := funext fun j => (hf j).symm
    refine ⟨s, hs, ?_⟩
    rw [slaterOverlap_eq_det, hs]
    exact det_comp_perm he ha s
```

Since a sign is never zero, the overlap is nonzero exactly when the occupied sets coincide.

```lean
/-- Two Slater determinants, each built from distinct members of one orthonormal family, have
nonzero overlap exactly when they occupy the same set of orbitals. -/
theorem slaterOverlap_ne_zero_iff {e : ι → E} (he : Orthonormal ℂ e) {a b : Fin N → ι}
    (ha : Function.Injective a) (hb : Function.Injective b) :
    slaterOverlap (e ∘ a) (e ∘ b) ≠ 0 ↔ Set.range a = Set.range b := by
  constructor
  · intro h
    by_contra hne
    exact h ((slaterOverlap_orthonormal he ha hb).1 hne)
  · intro h
    obtain ⟨s, -, hs⟩ := (slaterOverlap_orthonormal he ha hb).2 h
    rw [hs]
    rcases Int.units_eq_one_or (Perm.sign s) with h1 | h1 <;> simp [h1]
```

Q: Can the signs be removed from the overlaps within a configuration-interaction basis?

A: Yes, by listing the labels of every determinant in increasing order. A strictly increasing list is determined by its set of entries, so the overlap is 1 for equal lists and 0 otherwise. Permutation signs can still appear in Hamiltonian matrix elements, where replacing an orbital may leave a list out of order.

```lean
/-- Slater determinants built from an orthonormal family, with occupied orbitals listed in
strictly increasing order, are orthonormal. -/
theorem slaterOverlap_ordered [LinearOrder ι] {e : ι → E} (he : Orthonormal ℂ e)
    {a b : Fin N → ι} (ha : StrictMono a) (hb : StrictMono b) :
    slaterOverlap (e ∘ a) (e ∘ b) = if a = b then 1 else 0 := by
  rw [slaterOverlap_eq_det]
  split_ifs with h
  · subst h
    simpa using det_comp_perm he ha.injective 1
  · -- an increasing list is determined by its set of entries
    exact det_eq_zero_of_range_ne he fun hr => h ((StrictMono.range_inj ha hb).mp hr)

end

end SlaterDeterminantOverlap
```

For a configuration-interaction expansion at fixed N over one common orthonormal orbital set, the overlap matrix of the ordered determinants is thus the identity. With two separately optimized orbital sets, the zero-or-sign rule fails in general, and the formula S = det M is the one to use.

```lean
#print axioms SlaterDeterminantOverlap.slaterOverlap_orthonormal
#print axioms SlaterDeterminantOverlap.slaterOverlap_ne_zero_iff
#print axioms SlaterDeterminantOverlap.slaterOverlap_ordered
```

```
'SlaterDeterminantOverlap.slaterOverlap_orthonormal' depends on axioms: [propext, Classical.choice, Quot.sound]
'SlaterDeterminantOverlap.slaterOverlap_ne_zero_iff' depends on axioms: [propext, Classical.choice, Quot.sound]
'SlaterDeterminantOverlap.slaterOverlap_ordered' depends on axioms: [propext, Classical.choice, Quot.sound]
```
